# For positive coupling K, the amplitude √(1 − exp(−4K)) is positive and its square is below one

For a real coupling `K > 0`, the declaration concerns the amplitude defined by the formula √(1 − exp(−4K)). It states that this amplitude is positive, that its square equals 1 − exp(−4K), and that the square is less than one. The amplitude is given by the formula alone: no Hamiltonian or quantum state enters, and nothing is derived about a physical system. The attempt first places exp(−4K) strictly between zero and one, so that the quantity under the root is positive, then uses standard facts about square roots and linear arithmetic to obtain the three claims.

The first attempt, which Lean rejects:

```lean
import Mathlib

open Filter Topology

namespace AmplitudeBounds

noncomputable section

/-- The amplitude `√(1 - exp(-4K))`, for coupling `K ≥ 0`. -/
def amplitude (K : ℝ) : ℝ := √(1 - Real.exp (-4 * K))

/-- For `K > 0` the amplitude is positive and its square is `1 - exp(-4K)`, which is below one. -/
theorem amplitude_bounds {K : ℝ} (hK : 0 < K) :
    0 < amplitude K ∧ amplitude K ^ 2 = 1 - Real.exp (-4 * K) ∧ amplitude K ^ 2 < 1 := by
  have h1 : Real.exp (-4 * K) < 1 := Real.exp_lt_one (by linarith)
  have h2 := Real.exp_pos (-4 * K)
  have hs : amplitude K ^ 2 = 1 - Real.exp (-4 * K) := Real.sq_sqrt (by linarith)
  exact ⟨Real.sqrt_pos.mpr (by linarith), hs, by linarith⟩

end

end AmplitudeBounds
```

Lean reports:

```
Main.lean:15:37: error(lean.unknownIdentifier): Unknown constant `Real.exp_lt_one`
```

Diagnosis. The message means that Lean found no constant called `Real.exp_lt_one` in the Mathlib it was using. The name was meant to supply the step from a negative exponent to an exponential below one, which `h1` needs. The inequality itself is true, since `K > 0` makes `-4 * K` negative; the fault lies in the lemma's name, not in the mathematics.

The repair uses `Real.exp_lt_one_iff`, an equivalence between `Real.exp x < 1` and `x < 0`. Its `.mpr` direction turns a proof of `-4 * K < 0` into the required `Real.exp (-4 * K) < 1`, and `linarith` proves the former from `hK`. This is the only change, and the rest of the proof stands as written.

The repair, with which the file compiles:

```diff
@@ -13,5 +13,5 @@
 theorem amplitude_bounds {K : ℝ} (hK : 0 < K) :
     0 < amplitude K ∧ amplitude K ^ 2 = 1 - Real.exp (-4 * K) ∧ amplitude K ^ 2 < 1 := by
-  have h1 : Real.exp (-4 * K) < 1 := Real.exp_lt_one (by linarith)
+  have h1 : Real.exp (-4 * K) < 1 := Real.exp_lt_one_iff.mpr (by linarith)
   have h2 := Real.exp_pos (-4 * K)
   have hs : amplitude K ^ 2 = 1 - Real.exp (-4 * K) := Real.sq_sqrt (by linarith)
```
